# The energy derivative of the normalised free s wave at zero energy has squared norm R⁴/525

Let R > 0 be the radius of a sphere, and let

p(r) = √(3/R³) r

be the radial function of the free s wave at zero energy. Exactly one C² function q on [0,R] satisfies

−q″ = p,  q(0) = 0,  ∫ p q dr = 0,

and it is

q(r) = √(3/R³) (R² r/10 − r³/6).

All integrals run from 0 to R. In units where the kinetic operator is −d²/dr², q is the energy derivative, taken at zero energy, of the free s wave normalised in the sphere. The squared norm N = ∫ q² dr equals R⁴/525, and the dimensionless number R² N^(−1/2) lies between 22.9 and 23.

## Where the three conditions come from

The radial function is r times the radial part of the wave function, so the weight r² of the volume element is already absorbed and norms are plain integrals over r. In units where the kinetic operator is −d²/dr², a free s wave of energy E obeys

−p_E″ = E p_E,  p_E(0) = 0,  ∫ p_E² dr = 1.

Write q for the derivative of p_E with respect to E at E = 0. Differentiating the three relations gives −q″ = p, q(0) = 0 and 2 ∫ p q dr = 0. The formal development starts from these conditions and does not construct the family p_E.

In the LAPW method, the basis inside an atomic sphere combines a radial function at a chosen energy with its energy derivative. To first order, the function at a small energy ε is p + εq, and the correction εq becomes as large in norm as p itself when |ε| = N^(−1/2). For a free s wave linearized at zero energy, this energy scale is about 22.9/R², so it falls with the square of the sphere radius. It is a scale for the linearization, and not a bound on its error.

```lean
import Mathlib

open Set

namespace LAPWLinearizationError

noncomputable section
```

## The wave, the cubic and the equation

Write c = √(3/R³) for the amplitude, which is `amp R` in the code.

```lean
/-- The amplitude `√(3/R³)` of the free s wave in a sphere of radius `R > 0`. -/
def amp (R : ℝ) : ℝ := √(3 / R ^ 3)
```

The wave is then p(r) = c r. At zero energy the free equation is p″ = 0, and the condition p(0) = 0 leaves only multiples of r. The choice c > 0 fixes the sign.

```lean
/-- The radial function `p(r) = √(3/R³) r` of the free s wave at zero energy, for `R > 0`. -/
def radial (R r : ℝ) : ℝ := amp R * r
```

Write s for the candidate cubic:

s(r) = c (R² r/10 − r³/6).

```lean
/-- The cubic `√(3/R³) (R² r/10 - r³/6)`, for `R > 0`. -/
def radialDot (R r : ℝ) : ℝ := amp R * (R ^ 2 * r / 10 - r ^ 3 / 6)
```

The differential equation is stated in first-order form. A function q solves it if there is a slope function q′ such that, at every r in [0,R], q has derivative q′(r) and q′ has derivative −p(r), and if in addition q(0) = 0. `HasDerivWithinAt` with the set `Icc 0 R` means the ordinary derivative in the interior and the one-sided derivative at the two ends. Because q″ = −p is continuous, the solutions in this sense are exactly the C² solutions on [0,R].

In Lean, q is a function on the whole real line, but nothing is required of it beyond the interval. Uniqueness therefore concerns its values on [0,R].

```lean
/-- The function `q` obeys `-q'' = p` on `[0,R]` and vanishes at the origin;
derivatives at the end points are one-sided. -/
def SolvesDotEquation (R : ℝ) (q : ℝ → ℝ) : Prop :=
  ∃ q' : ℝ → ℝ,
    (∀ r ∈ Icc 0 R, HasDerivWithinAt q (q' r) (Icc 0 R) r) ∧
    (∀ r ∈ Icc 0 R, HasDerivWithinAt q' (-radial R r) (Icc 0 R) r) ∧ q 0 = 0
```

## Two tools from calculus

The definition of c gives

c² R³ = 3.

Every normalisation below comes down to this identity.

```lean
lemma amp_sq_mul {R : ℝ} (hR : 0 < R) : amp R ^ 2 * R ^ 3 = 3 := by
  unfold amp
  rw [Real.sq_sqrt (by positivity), div_mul_cancel₀ _ (pow_pos hR 3).ne']
```

The integrands that occur are even polynomials of degree at most six. For constants A, B and C,

∫ (A r² + B r⁴ + C r⁶) dr = A R³/3 + B R⁵/5 + C R⁷/7.

The lemma differentiates the antiderivative A r³/3 + B r⁵/5 + C r⁷/7 and applies the fundamental theorem of calculus.

```lean
lemma integral_even_poly (R A B C : ℝ) :
    ∫ r in (0 : ℝ)..R, (A * r ^ 2 + B * r ^ 4 + C * r ^ 6) =
      A * R ^ 3 / 3 + B * R ^ 5 / 5 + C * R ^ 7 / 7 := by
  have h : ∀ x ∈ uIcc 0 R, HasDerivAt
      (fun r : ℝ => A / 3 * r ^ 3 + B / 5 * r ^ 5 + C / 7 * r ^ 7)
      (A * x ^ 2 + B * x ^ 4 + C * x ^ 6) x := by
    intro x _
    have h3 := ((hasDerivAt_id' x).fun_pow 3).const_mul (A / 3)
    have h5 := ((hasDerivAt_id' x).fun_pow 5).const_mul (B / 5)
    have h7 := ((hasDerivAt_id' x).fun_pow 7).const_mul (C / 7)
    exact ((h3.fun_add h5).fun_add h7).congr_deriv (by push_cast; ring)
  refine (intervalIntegral.integral_eq_sub_of_hasDerivAt h
    (Continuous.intervalIntegrable (by fun_prop) _ _)).trans ?_
  show A / 3 * R ^ 3 + B / 5 * R ^ 5 + C / 7 * R ^ 7 -
    (A / 3 * 0 ^ 3 + B / 5 * 0 ^ 5 + C / 7 * 0 ^ 7) = _
  ring
```

A function f whose derivative vanishes on [0,R] is constant there. The mean value inequality with derivative bound 0 gives

|f(r) − f(0)| ≤ 0 · |r − 0| = 0.

```lean
lemma eq_of_deriv_zero {R r : ℝ} {f : ℝ → ℝ}
    (hf : ∀ x ∈ Icc 0 R, HasDerivWithinAt f 0 (Icc 0 R) x) (hr : r ∈ Icc 0 R) :
    f r = f 0 := by
  have h0 : (0 : ℝ) ∈ Icc 0 R := ⟨le_rfl, hr.1.trans hr.2⟩
  have h := Convex.norm_image_sub_le_of_norm_hasDerivWithin_le
    (f' := fun _ => (0 : ℝ)) (C := 0) hf (fun x _ => by simp) (convex_Icc 0 R) h0 hr
  rw [zero_mul] at h
  exact sub_eq_zero.1 (norm_le_zero_iff.1 h)
```

## The cubic solves the equation

The first derivative of the cubic is

s′(r) = c (R²/10 − r²/2).

```lean
lemma hasDerivAt_radialDot (R r : ℝ) :
    HasDerivAt (radialDot R) (amp R * (R ^ 2 / 10 - r ^ 2 / 2)) r := by
  have h := (((hasDerivAt_id' r).const_mul (R ^ 2 / 10)).fun_sub
    (((hasDerivAt_id' r).fun_pow 3).div_const 6)).const_mul (amp R)
  refine (h.congr_deriv (by push_cast; ring)).congr_of_eventuallyEq
    (Filter.Eventually.of_forall fun x => ?_)
  show amp R * (R ^ 2 * x / 10 - x ^ 3 / 6) = amp R * (R ^ 2 / 10 * x - x ^ 3 / 6)
  ring
```

The second derivative is

s″(r) = −c r = −p(r),

so −s″ = p, and s(0) = 0 is immediate. In both lemmas the derivative is assembled from the rules for powers, multiples and differences, and `ring` brings it to the stated form.

```lean
lemma hasDerivAt_slope (R r : ℝ) :
    HasDerivAt (fun x => amp R * (R ^ 2 / 10 - x ^ 2 / 2)) (-radial R r) r := by
  have h := ((((hasDerivAt_id' r).fun_pow 2).div_const 2).const_sub
    (R ^ 2 / 10)).const_mul (amp R)
  exact h.congr_deriv (by unfold radial; push_cast; ring)
```

The wave p is normalised in the sphere:

∫ p² dr = c² R³/3 = 1.

The code writes p² as an even polynomial with two zero coefficients, integrates it, and then uses one third of the identity c² R³ = 3.

```lean
/-- For `R > 0` the radial function `p` is normalised in the sphere: `∫ p² = 1`. -/
theorem radial_normalized {R : ℝ} (hR : 0 < R) :
    ∫ r in (0 : ℝ)..R, radial R r ^ 2 = 1 := by
  have e : (fun r => radial R r ^ 2) =
      fun r => amp R ^ 2 * r ^ 2 + 0 * r ^ 4 + 0 * r ^ 6 := by
    funext r; unfold radial; ring
  rw [e, integral_even_poly]
  linear_combination (1 / 3) * amp_sq_mul hR
```

## Every solution is the cubic plus a multiple of p

Let q be any solution with q(0) = 0. The slopes q′ and s′ have the same derivative −p, so their difference has derivative zero and is a constant b:

q′(r) − s′(r) = b.

Consequently q(r) − s(r) − b r also has derivative zero. Its value at r = 0 is 0, which gives

q(r) = s(r) + b r = s(r) + a p(r),  a = b/c.

The division is allowed because c > 0. In the proof, the lemma on vanishing derivatives is used twice, first for the slopes (`hb`) and then for the functions (`t`). The remaining lines insert the values at the origin and rewrite b r as a p(r).

```lean
/-- For `R > 0`, every solution of `-q'' = p` on `[0,R]` with `q(0) = 0` is the cubic
`radialDot` plus a multiple of `p`. -/
theorem general_solution {R : ℝ} (hR : 0 < R) {q : ℝ → ℝ} (h : SolvesDotEquation R q) :
    ∃ a : ℝ, ∀ r ∈ Icc 0 R, q r = radialDot R r + a * radial R r := by
  obtain ⟨q', h1, h2, h0⟩ := h
  have hc : amp R ≠ 0 := (Real.sqrt_pos.2 (by positivity)).ne'
  -- the slopes differ by a constant b
  obtain ⟨b, hb⟩ : ∃ b : ℝ, ∀ r ∈ Icc 0 R,
      q' r - amp R * (R ^ 2 / 10 - r ^ 2 / 2) = b :=
    ⟨_, fun r hr => eq_of_deriv_zero
      (f := fun x => q' x - amp R * (R ^ 2 / 10 - x ^ 2 / 2))
      (fun x hx => ((h2 x hx).fun_sub
        (hasDerivAt_slope R x).hasDerivWithinAt).congr_deriv (by ring)) hr⟩
  -- hence the functions differ by b r
  have t : ∀ r ∈ Icc 0 R, q r - radialDot R r - b * r = q 0 - radialDot R 0 - b * 0 :=
    fun r hr => eq_of_deriv_zero (f := fun x => q x - radialDot R x - b * x)
      (fun x hx => (((h1 x hx).fun_sub (hasDerivAt_radialDot R x).hasDerivWithinAt).fun_sub
        ((hasDerivAt_id' x).const_mul b).hasDerivWithinAt).congr_deriv
          (by linarith [hb x hx])) hr
  refine ⟨b / amp R, fun r hr => ?_⟩
  have hp : b / amp R * radial R r = b * r := by
    rw [radial, ← mul_assoc, div_mul_cancel₀ _ hc]
  have hz : radialDot R 0 = 0 := by simp [radialDot]
  have ht := t r hr
  rw [h0, hz] at ht
  rw [hp]
  linarith
```

The constant a is the freedom that the differential equation leaves open. It corresponds to changing the normalisation of p_E as the energy varies.

## Orthogonality and the norm

The overlap of p with the general solution has the integrand

p (s + a p) = c² (R²/10 + a) r² − (c²/6) r⁴.

Integration gives

∫ p (s + a p) dr = c² (R⁵/30 + a R³/3 − R⁵/30) = a c² R³/3 = a.

The coefficient R²/10 in the cubic is what makes the two terms in R⁵ cancel. The line `linear_combination (a / 3) * amp_sq_mul hR` is the last equality in this chain.

```lean
/-- For `R > 0`, the overlap of `p` with `radialDot + a p` is `a`. -/
theorem overlap {R : ℝ} (hR : 0 < R) (a : ℝ) :
    ∫ r in (0 : ℝ)..R, radial R r * (radialDot R r + a * radial R r) = a := by
  have e : (fun r => radial R r * (radialDot R r + a * radial R r)) =
      fun r => amp R ^ 2 * (R ^ 2 / 10 + a) * r ^ 2 + (-amp R ^ 2 / 6) * r ^ 4
        + 0 * r ^ 6 := by
    funext r; unfold radial radialDot; ring
  rw [e, integral_even_poly]
  linear_combination (a / 3) * amp_sq_mul hR
```

For the norm, set k = R²/10 + a. Then

(s + a p)² = c² (k² r² − k r⁴/3 + r⁶/36),

∫ (s + a p)² dr = c² (k² R³/3 − k R⁵/15 + R⁷/252).

Inserting k, the terms linear in a cancel, and the terms without a add up to

R⁷ (1/300 − 1/150 + 1/252) = R⁷/1575.

With c² = 3/R³ this becomes

∫ (s + a p)² dr = c² (R⁷/1575 + a² R³/3) = R⁴/525 + a².

An admixture of p can only increase the norm, so the orthogonal choice a = 0 is also the one of least norm.

```lean
/-- For `R > 0`, the squared norm of `radialDot + a p` in the sphere is `R⁴/525 + a²`. -/
theorem norm_sq {R : ℝ} (hR : 0 < R) (a : ℝ) :
    ∫ r in (0 : ℝ)..R, (radialDot R r + a * radial R r) ^ 2 = R ^ 4 / 525 + a ^ 2 := by
  have e : (fun r => (radialDot R r + a * radial R r) ^ 2) =
      fun r => amp R ^ 2 * (R ^ 2 / 10 + a) ^ 2 * r ^ 2
        + (-amp R ^ 2 * (R ^ 2 / 10 + a) / 3) * r ^ 4 + amp R ^ 2 / 36 * r ^ 6 := by
    funext r; unfold radial radialDot; ring
  rw [e, integral_even_poly]
  linear_combination (a ^ 2 / 3 + R ^ 4 / 1575) * amp_sq_mul hR
```

## Uniqueness as an equivalence

The next theorem joins existence and uniqueness in one equivalence: q solves the equation with q(0) = 0 and has ∫ p q dr = 0 if and only if q(r) = √(3/R³) (R² r/10 − r³/6) for all r in [0,R].

From left to right, the general solution gives q = s + a p on the interval. Its overlap with p is a, and by assumption the overlap is zero, so a = 0 and q = s. In the code, `integral_congr` replaces q by s + a p under the integral, which needs agreement only on [0,R].

From right to left, the slope function is c (R²/10 − r²/2). The two derivative lemmas give the differential equation, the value at the origin is computed directly, and the overlap formula with a = 0 gives orthogonality.

```lean
/-- For `R > 0`, a function solves `-q'' = p` on `[0,R]` with `q(0) = 0` and `∫ p q = 0`
if and only if it equals `√(3/R³) (R² r/10 - r³/6)` there. -/
theorem energy_derivative_iff {R : ℝ} (hR : 0 < R) (q : ℝ → ℝ) :
    (SolvesDotEquation R q ∧ ∫ r in (0 : ℝ)..R, radial R r * q r = 0) ↔
      ∀ r ∈ Icc 0 R, q r = √(3 / R ^ 3) * (R ^ 2 * r / 10 - r ^ 3 / 6) := by
  change _ ↔ ∀ r ∈ Icc 0 R, q r = radialDot R r
  constructor
  · rintro ⟨h, ho⟩ r hr
    obtain ⟨a, ha⟩ := general_solution hR h
    have hi : ∫ r in (0 : ℝ)..R, radial R r * q r = a := by
      refine Eq.trans (intervalIntegral.integral_congr fun x hx => ?_) (overlap hR a)
      rw [uIcc_of_le hR.le] at hx
      simp only [ha x hx]
    -- orthogonality removes the admixture of p
    have ha0 : a = 0 := hi.symm.trans ho
    rw [ha r hr, ha0, zero_mul, add_zero]
  · intro h
    refine ⟨⟨fun x => amp R * (R ^ 2 / 10 - x ^ 2 / 2), fun r hr => ?_, fun r _ => ?_, ?_⟩, ?_⟩
    · exact (hasDerivAt_radialDot R r).hasDerivWithinAt.congr h (h r hr)
    · exact (hasDerivAt_slope R r).hasDerivWithinAt
    · rw [h 0 ⟨le_rfl, hR.le⟩]
      simp [radialDot]
    · refine Eq.trans (intervalIntegral.integral_congr fun x hx => ?_) (overlap hR 0)
      rw [uIcc_of_le hR.le] at hx
      simp only [h x hx, zero_mul, add_zero]
```

## The value of N and the number √525

If q satisfies the three conditions, it equals s on [0,R], and the norm formula with a = 0 gives

N = R⁴/525.

Since R > 0, the square root of R⁴ is R², and therefore

R² N^(−1/2) = R² √525 / R² = √525.

The radius has disappeared. The bounds follow by squaring:

22.9² = 524.41 < 525 < 529 = 23².

The theorem has two hypotheses on q: `hq` holds the differential equation with the boundary value, and `ho` holds the orthogonality. Its conclusion contains the value of N and the two inequalities, with N^(−1/2) written as division by a square root. The exact value √525 appears inside the proof as `hw`. The word "window" in the code means the energy scale N^(−1/2), or its dimensionless form R² N^(−1/2). It does not mean a range in which the linearization is accurate, and despite the name of the namespace no linearization error is estimated here.

```lean
/-- For `R > 0` and `q` with `-q'' = p` on `[0,R]`, `q(0) = 0` and `∫ p q = 0`, the squared
norm is `N = R⁴/525`, and `R² N^(-1/2)` lies between 22.9 and 23. -/
theorem linearization_window {R : ℝ} (hR : 0 < R) {q : ℝ → ℝ}
    (hq : SolvesDotEquation R q) (ho : ∫ r in (0 : ℝ)..R, radial R r * q r = 0) :
    ∫ r in (0 : ℝ)..R, q r ^ 2 = R ^ 4 / 525 ∧
      22.9 < R ^ 2 / √(∫ r in (0 : ℝ)..R, q r ^ 2) ∧
      R ^ 2 / √(∫ r in (0 : ℝ)..R, q r ^ 2) < 23 := by
  have h : ∀ r ∈ Icc 0 R, q r = radialDot R r := (energy_derivative_iff hR q).1 ⟨hq, ho⟩
  have hN : ∫ r in (0 : ℝ)..R, q r ^ 2 = R ^ 4 / 525 := by
    have h0 := norm_sq hR 0
    simp only [zero_mul, add_zero, ne_eq, OfNat.ofNat_ne_zero, not_false_eq_true,
      zero_pow] at h0
    refine Eq.trans (intervalIntegral.integral_congr fun x hx => ?_) h0
    rw [uIcc_of_le hR.le] at hx
    simp only [h x hx]
  -- the dimensionless window is exactly √525
  have hw : R ^ 2 / √(R ^ 4 / 525) = √525 := by
    rw [Real.sqrt_div (by positivity), show R ^ 4 = (R ^ 2) ^ 2 by ring,
      Real.sqrt_sq (by positivity), div_div_eq_mul_div,
      mul_div_cancel_left₀ _ (pow_pos hR 2).ne']
  rw [hN, hw]
  exact ⟨rfl, (Real.lt_sqrt (by norm_num)).2 (by norm_num),
    (Real.sqrt_lt' (by norm_num)).2 (by norm_num)⟩

end

end LAPWLinearizationError
```

```lean
#print axioms LAPWLinearizationError.radial_normalized
#print axioms LAPWLinearizationError.energy_derivative_iff
#print axioms LAPWLinearizationError.linearization_window
```

```
'LAPWLinearizationError.radial_normalized' depends on axioms: [propext, Classical.choice, Quot.sound]
'LAPWLinearizationError.energy_derivative_iff' depends on axioms: [propext, Classical.choice, Quot.sound]
'LAPWLinearizationError.linearization_window' depends on axioms: [propext, Classical.choice, Quot.sound]
```

## A sphere of radius 2

For R = 2 the amplitude satisfies c² = 3/8, and the two functions are

p(r) = √(3/8) r,  q(r) = √(3/8) (2r/5 − r³/6).

The overlap vanishes:

∫ p q dr = (3/8) (16/15 − 16/15) = 0.

The squared norm is

N = (3/8) (32/75 − 64/75 + 32/63) = (3/8) (128/1575) = 16/525 ≈ 0.0305.

This agrees with R⁴/525. Hence N^(−1/2) ≈ 5.73, and multiplication by R² = 4 gives 22.91. If lengths are in bohr, the kinetic operator −d²/dr² gives energies in rydberg, so the energy scale for this free s wave is about 5.73 Ry. At an energy of 0.5 Ry, the first-order correction 0.5 q has norm 0.5 √N ≈ 0.087, compared with 1 for p.
